# A spin-1 with rhombic splitting E ≠ 0 has no linear Zeeman shift at zero field along z

A molecule in a triplet state, or a metal ion with spin 1, has three spin sublevels that are generally split even without a magnetic field. Apply a weak field along the principal axis $z$ of this splitting. If the splitting is axial, the states $m=\pm1$ move apart linearly in the field. If it also has a rhombic part, which mixes these two states, do they still respond to first order?

The model is a single spin with

$$H = D\left(S_z^2-\tfrac23\right)+E\left(S_x^2-S_y^2\right)+b\,S_z .$$

Here $D$ and $E$ are the axial and rhombic splitting parameters, and $b=g\mu_B B$ is the Zeeman energy for a field $B$ along $z$, with $g$ the g-factor and $\mu_B$ the Bohr magneton. All three are real energies in the same unit, and the spin operators are dimensionless. Transverse fields and hyperfine coupling are left out.

## The spin operators and the Hamiltonian

```lean
import Mathlib

open Matrix Polynomial

namespace SpinOneZeroFieldSplitting

noncomputable section
```

This loads the Mathlib library and opens its notation for matrices and polynomials.

```lean
/-- The number 1/√2 that multiplies the transverse spin-1 matrices. -/
def invSqrtTwo : ℂ := ((1 / √2 : ℝ) : ℂ)
```

The number $1/\sqrt2$ is formed as a real number and then regarded as complex, because the matrices have complex entries.

```lean
/-- The spin-1 operator Sx in the basis m = 1, 0, -1. -/
def Sx : Matrix (Fin 3) (Fin 3) ℂ := invSqrtTwo • !![0, 1, 0; 1, 0, 1; 0, 1, 0]
```

`Matrix (Fin 3) (Fin 3) ℂ` is the type of complex $3\times3$ matrices. Lean numbers rows and columns 0, 1, 2, which here stand for $m=1,0,-1$. The symbol `•` multiplies by a scalar.

```lean
/-- The spin-1 operator Sy in the basis m = 1, 0, -1. -/
def Sy : Matrix (Fin 3) (Fin 3) ℂ :=
  invSqrtTwo • !![0, -Complex.I, 0; Complex.I, 0, -Complex.I; 0, Complex.I, 0]
```

$S_y$ has the same pattern, with entries $\mp i/\sqrt2$ above and below the diagonal.

```lean
/-- The spin-1 operator Sz in the basis m = 1, 0, -1. -/
def Sz : Matrix (Fin 3) (Fin 3) ℂ := !![1, 0, 0; 0, 0, 0; 0, 0, -1]
```

$S_z$ is diagonal, with the values of $m$ as its entries.

```lean
/-- The spin Hamiltonian with axial splitting D, rhombic splitting E and Zeeman energy b
for a field along z. -/
def hamiltonian (D E b : ℝ) : Matrix (Fin 3) (Fin 3) ℂ :=
  (D : ℂ) • (Sz * Sz - (2 / 3 : ℂ) • 1) + (E : ℂ) • (Sx * Sx - Sy * Sy) + (b : ℂ) • Sz
```

This is $H$ as written above. The final `1` in the first bracket is the identity matrix, and subtracting $\tfrac23$ of it makes the axial term traceless.

```lean
/-- The three energies -2D/3, D/3 - √(E² + b²) and D/3 + √(E² + b²). -/
def level (D E b : ℝ) : Fin 3 → ℝ :=
  ![-(2 * D / 3), D / 3 - √(E ^ 2 + b ^ 2), D / 3 + √(E ^ 2 + b ^ 2)]
```

These are the candidate energies, numbered as in Lean:

$$\varepsilon_0=-\tfrac{2D}{3},\qquad \varepsilon_{1}=\tfrac D3-\sqrt{E^2+b^2},\qquad \varepsilon_{2}=\tfrac D3+\sqrt{E^2+b^2}.$$

At this point they are only a definition; their link to $H$ is proved below.

## From spin matrices to an explicit Hamiltonian

```lean
lemma invSqrtTwo_mul_self : invSqrtTwo * invSqrtTwo = 1 / 2 := by
  have h : (1 / √2) * (1 / √2) = (1 / 2 : ℝ) := by
    rw [div_mul_div_comm, Real.mul_self_sqrt (by norm_num), one_mul]
  rw [invSqrtTwo, ← Complex.ofReal_mul, h]
  norm_num
```

The square of $1/\sqrt2$ is $1/2$, proved for real numbers and carried over to complex ones.

```lean
lemma Sx_sq : Sx * Sx = !![1 / 2, 0, 1 / 2; 0, 1, 0; 1 / 2, 0, 1 / 2] := by
  rw [Sx, smul_mul_smul_comm, invSqrtTwo_mul_self]
  ext i j
  fin_cases i <;> fin_cases j <;> simp
  norm_num
```

Squaring the matrix of $S_x$ gives

$$S_x^2=\begin{pmatrix}\tfrac12&0&\tfrac12\\0&1&0\\\tfrac12&0&\tfrac12\end{pmatrix}.$$

In the proof, `ext i j` reduces equality of matrices to equality of entries, `fin_cases` lists the nine entries, and `simp` and `norm_num` do the arithmetic.

```lean
lemma Sy_sq : Sy * Sy = !![1 / 2, 0, -1 / 2; 0, 1, 0; -1 / 2, 0, 1 / 2] := by
  rw [Sy, smul_mul_smul_comm, invSqrtTwo_mul_self]
  ext i j
  fin_cases i <;> fin_cases j <;> simp
  all_goals norm_num
```

$S_y^2$ is the same matrix with the two corner entries $\tfrac12$ off the diagonal replaced by $-\tfrac12$.

```lean
/-- The three matrices obey the angular momentum commutation relations, and the total spin
squared is S(S + 1) = 2. -/
theorem spin_one_algebra :
    Sx * Sy - Sy * Sx = Complex.I • Sz ∧ Sy * Sz - Sz * Sy = Complex.I • Sx ∧
      Sz * Sx - Sx * Sz = Complex.I • Sy ∧ Sx * Sx + Sy * Sy + Sz * Sz = (2 : ℂ) • 1 := by
  refine ⟨?_, ?_, ?_, ?_⟩
  · rw [Sx, Sy, smul_mul_smul_comm, smul_mul_smul_comm, invSqrtTwo_mul_self]
    ext i j
    fin_cases i <;> fin_cases j <;> simp [Sz]
    all_goals ring1
  · ext i j
    fin_cases i <;> fin_cases j <;> simp [Sx, Sy, Sz]
    all_goals ring1
  · ext i j
    fin_cases i <;> fin_cases j <;> simp [Sx, Sy, Sz]
    all_goals
      first
        | ring1
        | linear_combination invSqrtTwo * Complex.I_sq
        | linear_combination -invSqrtTwo * Complex.I_sq
  · rw [Sx_sq, Sy_sq]
    ext i j
    fin_cases i <;> fin_cases j <;> simp [Sz]
    all_goals norm_num
```

The theorem states $[S_x,S_y]=iS_z$, its two cyclic companions, and $S_x^2+S_y^2+S_z^2=2=S(S+1)$, so the matrices do represent spin 1. By hand,

$$S_xS_y=\tfrac12\begin{pmatrix}i&0&-i\\0&0&0\\i&0&-i\end{pmatrix},\qquad S_yS_x=\tfrac12\begin{pmatrix}-i&0&-i\\0&0&0\\i&0&i\end{pmatrix},$$

and the difference is $i\,\mathrm{diag}(1,0,-1)$. For the commutators with $S_z$, the entry of $[S_z,A]$ between $m$ and $m'$ is $(m-m')A_{mm'}$. Taking $A=S_x$ gives $iS_y$, and taking $A=S_y$ gives $-iS_x$. Finally, $S_x^2+S_y^2=\mathrm{diag}(1,2,1)$, and adding $S_z^2=\mathrm{diag}(1,0,1)$ gives twice the identity. Lean checks the same identities entry by entry.

```lean
/-- The rhombic operator Sx² - Sy² couples only the states m = 1 and m = -1. -/
theorem rhombic_eq : Sx * Sx - Sy * Sy = !![0, 0, 1; 0, 0, 0; 1, 0, 0] := by
  rw [Sx_sq, Sy_sq]
  ext i j
  fin_cases i <;> fin_cases j <;> simp
  all_goals norm_num
```

Subtracting the two squares leaves only the corner entries, both equal to 1. The rhombic term therefore couples $m=1$ with $m=-1$ and leaves $m=0$ alone.

```lean
/-- The Hamiltonian written out as a matrix in the basis m = 1, 0, -1. -/
theorem hamiltonian_eq (D E b : ℝ) :
    hamiltonian D E b =
      !![(D : ℂ) / 3 + b, 0, (E : ℂ); 0, -(2 * (D : ℂ) / 3), 0; (E : ℂ), 0, (D : ℂ) / 3 - b] := by
  rw [hamiltonian, rhombic_eq]
  ext i j
  fin_cases i <;> fin_cases j <;> simp [Sz]
  all_goals ring1
```

With $S_z^2-\tfrac23=\mathrm{diag}(\tfrac13,-\tfrac23,\tfrac13)$, the sum is

$$H=\begin{pmatrix}\tfrac D3+b&0&E\\0&-\tfrac{2D}3&0\\E&0&\tfrac D3-b\end{pmatrix}.$$

## The characteristic polynomial and the three levels

```lean
lemma charpoly_block (p q r e : ℂ) :
    (!![p, 0, e; 0, q, 0; e, 0, r]).charpoly =
      (X - C q) * ((X - C p) * (X - C r) - C e ^ 2) := by
  have h : (!![p, 0, e; 0, q, 0; e, 0, r]).charmatrix =
      !![X - C p, 0, -C e; 0, X - C q, 0; -C e, 0, X - C r] := by
    ext1 i j
    rw [Matrix.charmatrix_apply]
    fin_cases i <;> fin_cases j <;> simp
  rw [Matrix.charpoly, h, Matrix.det_fin_three]
  change (X - C p) * (X - C q) * (X - C r) - (X - C p) * 0 * 0 - 0 * 0 * (X - C r)
    + 0 * 0 * -C e + -C e * 0 * 0 - -C e * (X - C q) * -C e = _
  ring
```

For any matrix of this shape, with diagonal $p,q,r$ and corners $e$, expanding $\det(X-M)$ gives $(X-q)\big((X-p)(X-r)-e^2\big)$. In Lean, `X` is the polynomial variable, `C` turns a number into a constant polynomial, and `charmatrix` is $X-M$. The proof writes out this matrix, applies the $3\times3$ determinant formula and finishes with `ring`.

```lean
/-- The characteristic polynomial of the Hamiltonian is
(X + 2D/3)((X - D/3)² - E² - b²). -/
theorem hamiltonian_charpoly (D E b : ℝ) :
    (hamiltonian D E b).charpoly =
      (X + C (2 * (D : ℂ) / 3)) *
        ((X - C ((D : ℂ) / 3)) ^ 2 - C ((E : ℂ) ^ 2) - C ((b : ℂ) ^ 2)) := by
  rw [hamiltonian_eq, charpoly_block]
  simp only [map_add, map_sub, map_neg, map_pow]
  ring
```

Insert $p=\tfrac D3+b$, $r=\tfrac D3-b$, $q=-\tfrac{2D}3$ and $e=E$. Since

$$\left(X-\tfrac D3-b\right)\left(X-\tfrac D3+b\right)=\left(X-\tfrac D3\right)^2-b^2,$$

the characteristic polynomial is

$$\left(X+\tfrac{2D}3\right)\left(\left(X-\tfrac D3\right)^2-E^2-b^2\right).$$

```lean
/-- The three levels are the roots of the characteristic polynomial, counted with
multiplicity. -/
theorem hamiltonian_charpoly_eq_prod (D E b : ℝ) :
    (hamiltonian D E b).charpoly = ∏ k, (X - C ((level D E b k : ℝ) : ℂ)) := by
  have hs : ((√(E ^ 2 + b ^ 2) : ℝ) : ℂ) ^ 2 = (E : ℂ) ^ 2 + (b : ℂ) ^ 2 := by
    exact_mod_cast Real.sq_sqrt (by positivity : 0 ≤ E ^ 2 + b ^ 2)
  have hC := congrArg (fun z : ℂ => (C z : ℂ[X])) hs
  have h0 : ((level D E b 0 : ℝ) : ℂ) = -(2 * (D : ℂ) / 3) := by simp [level]
  have h1 : ((level D E b 1 : ℝ) : ℂ) = (D : ℂ) / 3 - (√(E ^ 2 + b ^ 2) : ℝ) := by
    simp [level]
  have h2 : ((level D E b 2 : ℝ) : ℂ) = (D : ℂ) / 3 + (√(E ^ 2 + b ^ 2) : ℝ) := by
    simp [level]
  rw [hamiltonian_charpoly, Fin.prod_univ_three, h0, h1, h2]
  simp only [map_add, map_sub, map_neg, map_pow] at hC ⊢
  linear_combination (X + C (2 * (D : ℂ) / 3)) * hC
```

Write $R=\sqrt{E^2+b^2}$. The second factor is $(X-\tfrac D3)^2-R^2=(X-\tfrac D3+R)(X-\tfrac D3-R)$, so the polynomial equals $\prod_k(X-\varepsilon_k)$. The three real numbers in `level` are thus exactly the eigenvalues of $H$, with multiplicity. The proof needs $R^2=E^2+b^2$, which holds because the sum of squares is nonnegative; `linear_combination` multiplies this identity by the first factor.

## The response to a weak field

```lean
/-- For E ≠ 0 the half-splitting √(E² + b²) changes with the Zeeman energy at the rate
b/√(E² + b²). -/
theorem hasDerivAt_halfSplitting {E : ℝ} (hE : E ≠ 0) (b : ℝ) :
    HasDerivAt (fun y : ℝ => √(E ^ 2 + y ^ 2)) (b / √(E ^ 2 + b ^ 2)) b := by
  have h : HasDerivAt (fun y : ℝ => E ^ 2 + y ^ 2) (2 * b) b := by
    simpa using (hasDerivAt_pow 2 b).const_add (E ^ 2)
  have hne : E ^ 2 + b ^ 2 ≠ 0 := by positivity
  have h' := h.sqrt hne
  rwa [mul_div_mul_left _ _ two_ne_zero] at h'
```

`HasDerivAt f c b` says that $f$ is differentiable at $b$ with derivative $c$. For $E\neq0$ the radicand is positive, and the chain rule gives

$$\frac{d}{db}\sqrt{E^2+b^2}=\frac{2b}{2\sqrt{E^2+b^2}}=\frac{b}{\sqrt{E^2+b^2}} .$$

```lean
/-- For E ≠ 0 every level has zero slope in the Zeeman energy at b = 0. -/
theorem level_zero_slope (D : ℝ) {E : ℝ} (hE : E ≠ 0) (k : Fin 3) :
    HasDerivAt (fun b : ℝ => level D E b k) 0 0 := by
  have h : HasDerivAt (fun y : ℝ => √(E ^ 2 + y ^ 2)) 0 0 := by
    simpa only [zero_div] using hasDerivAt_halfSplitting hE 0
  fin_cases k
  · change HasDerivAt (fun _ : ℝ => -(2 * D / 3)) 0 0
    exact hasDerivAt_const _ _
  · change HasDerivAt (fun b : ℝ => D / 3 - √(E ^ 2 + b ^ 2)) 0 0
    simpa only [neg_zero] using h.const_sub (D / 3)
  · exact h.const_add (D / 3)
```

At $b=0$ this derivative is zero. The level $\varepsilon_0$ is constant, and $\varepsilon_1$ and $\varepsilon_2$ are $\tfrac D3$ minus or plus the root, so all three slopes vanish. The proof treats these three cases in turn. In this isolated-spin model, transition frequencies at zero field are therefore insensitive to first order to small fluctuations of the field along $z$.

```lean
/-- For E ≠ 0 the Zeeman shift of every level is at most b²/(2|E|) in magnitude. -/
theorem level_shift_le (D : ℝ) {E : ℝ} (hE : E ≠ 0) (b : ℝ) (k : Fin 3) :
    |level D E b k - level D E 0 k| ≤ b ^ 2 / (2 * |E|) := by
  have hpos : 0 < |E| := abs_pos.mpr hE
  have ht : 0 ≤ b ^ 2 / (2 * |E|) := by positivity
  have hz : √(E ^ 2 + 0 ^ 2) = |E| := by
    rw [zero_pow two_ne_zero, add_zero, Real.sqrt_sq_eq_abs]
  have hlow : |E| ≤ √(E ^ 2 + b ^ 2) := Real.abs_le_sqrt (by nlinarith [sq_nonneg b])
  -- completing the square bounds the root from above
  have hup : √(E ^ 2 + b ^ 2) ≤ |E| + b ^ 2 / (2 * |E|) := by
    refine Real.sqrt_le_iff.mpr ⟨by positivity, ?_⟩
    have hm : 2 * |E| * (b ^ 2 / (2 * |E|)) = b ^ 2 := mul_div_cancel₀ _ (by positivity)
    nlinarith [sq_abs E, sq_nonneg (b ^ 2 / (2 * |E|))]
  fin_cases k
  · change |-(2 * D / 3) - -(2 * D / 3)| ≤ _
    rw [sub_self, abs_zero]
    exact ht
  · change |(D / 3 - √(E ^ 2 + b ^ 2)) - (D / 3 - √(E ^ 2 + 0 ^ 2))| ≤ _
    rw [hz, abs_le]
    constructor <;> linarith
  · change |(D / 3 + √(E ^ 2 + b ^ 2)) - (D / 3 + √(E ^ 2 + 0 ^ 2))| ≤ _
    rw [hz, abs_le]
    constructor <;> linarith
```

The shift is also bounded at every field strength. Let $t=b^2/(2|E|)$. Then

$$(|E|+t)^2=E^2+b^2+t^2\ \ge\ E^2+b^2,$$

so $|E|\le\sqrt{E^2+b^2}\le|E|+t$. The levels $\varepsilon_1$ and $\varepsilon_2$ shift by at most $t$ in magnitude, and $\varepsilon_0$ does not shift. In the proof, `hlow` and `hup` are the two sides of this inequality. A smaller $|E|$ gives a weaker bound.

```lean
/-- For E = 0 the level D/3 + √(E² + b²) is not differentiable in the Zeeman energy
at b = 0. -/
theorem axial_level_not_differentiable (D : ℝ) :
    ¬ DifferentiableAt ℝ (fun b : ℝ => level D 0 b 2) 0 := by
  intro h
  apply not_differentiableAt_abs_zero
  have e : (abs : ℝ → ℝ) = fun b => level D 0 b 2 - D / 3 := by
    funext b
    simp [level, Real.sqrt_sq_eq_abs]
  rw [e]
  exact h.sub_const _
```

In the axial limit $E=0$, the level $\varepsilon_2$ becomes $\tfrac D3+|b|$, which has a kink at $b=0$. The proof is by contradiction: if this level were differentiable there, subtracting $\tfrac D3$ would make $|b|$ differentiable too.

The kink comes from the labelling, since `level` always calls the upper member of the field-dependent pair number 2. Labelled by $m$ instead, the axial levels would be the straight lines $\tfrac D3\pm b$. They are differentiable, with slopes $\pm1$, so the failure at $E=0$ would appear as a nonzero slope and not as a missing derivative.

## For E ≠ 0 the zero-field eigenstates have zero expectation value of $S_z$

```lean
/-- For E ≠ 0 and no field, the expectation value of Sz vanishes in every eigenvector of the
Hamiltonian. -/
theorem Sz_expectation_eq_zero (D : ℝ) {E : ℝ} (hE : E ≠ 0) (x : ℂ) (v : Fin 3 → ℂ)
    (h : hamiltonian D E 0 *ᵥ v = x • v) : star v ⬝ᵥ (Sz *ᵥ v) = 0 := by
  have hrow (i : Fin 3) : hamiltonian D E 0 i 0 * v 0 + hamiltonian D E 0 i 1 * v 1
      + hamiltonian D E 0 i 2 * v 2 = x * v i :=
    (Fin.sum_univ_three (fun j => hamiltonian D E 0 i j * v j)).symm.trans (congrFun h i)
  have h0 : (D : ℂ) / 3 * v 0 + E * v 2 = x * v 0 := by
    simpa [hamiltonian_eq] using hrow 0
  have h2 : (E : ℂ) * v 0 + D / 3 * v 2 = x * v 2 := by
    simpa [hamiltonian_eq] using hrow 2
  have hS : Sz *ᵥ v = ![v 0, 0, -v 2] := by
    ext i
    refine (Fin.sum_univ_three (fun j => Sz i j * v j)).trans ?_
    fin_cases i <;> simp [Sz]
  -- the amplitudes of m = 1 and m = -1 agree up to sign
  have hq : (E : ℂ) * ((v 2 - v 0) * (v 2 + v 0)) = 0 := by
    linear_combination v 2 * h0 - v 0 * h2
  have hE' : (E : ℂ) ≠ 0 := Complex.ofReal_ne_zero.mpr hE
  rw [hS, dotProduct, Fin.sum_univ_three]
  rcases mul_eq_zero.mp ((mul_eq_zero.mp hq).resolve_left hE') with hv | hv
  · have hv' : v 2 = v 0 := sub_eq_zero.mp hv
    simp [hv']
  · have hv' : v 2 = -v 0 := eq_neg_of_add_eq_zero_left hv
    simp [hv']

end

end SpinOneZeroFieldSplitting
```

The hypothesis `h` is the eigenvalue equation $Hv=xv$ at $b=0$, with `*ᵥ` for a matrix acting on a vector. The conclusion concerns

$$v^\dagger S_z v=|v_0|^2-|v_2|^2,$$

where $v_0$ and $v_2$ are the amplitudes of $m=1$ and $m=-1$. The first and last rows of the eigenvalue equation read

$$\tfrac D3v_0+Ev_2=xv_0,\qquad Ev_0+\tfrac D3v_2=xv_2 .$$

Multiply the first by $v_2$ and the second by $v_0$, then subtract: $E(v_2^2-v_0^2)=0$. As $E\neq0$, this forces $v_2=\pm v_0$, and the two populations are equal. The step `hq` is this subtraction, and the last lines treat the two signs.

The vector need not be normalised. For $v\neq0$ the normalised expectation value is $v^\dagger S_zv/v^\dagger v$, which is also zero. The argument never assumes that the levels are distinct, so it includes the case $D=|E|$, where $\varepsilon_0$ and $\varepsilon_1$ coincide at zero field and eigenvectors may mix $m=0$ with the other two states.

```lean
#print axioms SpinOneZeroFieldSplitting.hamiltonian_charpoly_eq_prod
#print axioms SpinOneZeroFieldSplitting.hasDerivAt_halfSplitting
#print axioms SpinOneZeroFieldSplitting.axial_level_not_differentiable
#print axioms SpinOneZeroFieldSplitting.Sz_expectation_eq_zero
```

```
'SpinOneZeroFieldSplitting.hamiltonian_charpoly_eq_prod' depends on axioms: [propext, Classical.choice, Quot.sound]
'SpinOneZeroFieldSplitting.hasDerivAt_halfSplitting' depends on axioms: [propext, Classical.choice, Quot.sound]
'SpinOneZeroFieldSplitting.axial_level_not_differentiable' depends on axioms: [propext, Classical.choice, Quot.sound]
'SpinOneZeroFieldSplitting.Sz_expectation_eq_zero' depends on axioms: [propext, Classical.choice, Quot.sound]
```
